# Mean intensity and mean squared intensity for atoms placed at random on a periodic grid

Let $n$ atoms with complex scattering factors $f_0,\dots,f_{n-1}$ sit independently and uniformly on a one-dimensional periodic grid of $N$ points. For a reflection $h$ with $2h\neq0$ modulo $N$, the structure factor $F(h)=\sum_j f_j\,e^{2\pi i h x_j/N}$ satisfies

$$\langle|F|^2\rangle=S=\sum_j|f_j|^2,\qquad \langle|F|^4\rangle=2S^2-\sum_j|f_j|^4 .$$

The brackets denote the average over the positions, and the intensity is taken as $|F|^2$, as for single scattering with all experimental factors left out. The two averages are exact reference values for testing a program that samples independent, uniform positions on such a grid and computes $|F|^2$.

```lean
import Mathlib

open ComplexConjugate

namespace IntensityStatistics

noncomputable section

variable {N : ℕ} [NeZero N] {n : ℕ}
```

## Atoms, phases and averages

Positions and reflections are both elements of `ZMod N`, with $N\ge1$. An atom at $t$ contributes the phase factor $u_t=e^{2\pi i h t/N}$, given in Lean by the standard additive character.

```lean
/-- The phase factor `exp(2πi h t / N)` of an atom at grid point `t` for the reflection `h`. -/
def phase (h t : ZMod N) : ℂ := ZMod.stdAddChar (t * h)
```

The structure factor is the sum over atoms, $F=\sum_j f_j u_{x_j}$. The $f_j$ are fixed complex numbers, so the imaginary parts that describe absorption or anomalous scattering are allowed.

```lean
/-- The structure factor `F(h)` of `n` atoms with scattering factors `f` at positions `x`. -/
def structureFactor (f : Fin n → ℂ) (h : ZMod N) (x : Fin n → ZMod N) : ℂ :=
  ∑ j, f j * phase h (x j)
```

A configuration is a function `x : Fin n → ZMod N`. Independence and uniformity mean that all $N^n$ configurations have equal weight. Atoms may therefore coincide: the model has no excluded volume, and no symmetry relates the positions.

```lean
/-- The average over independent, uniformly distributed positions of `n` atoms on the grid. -/
def positionAverage (g : (Fin n → ZMod N) → ℝ) : ℝ := (∑ x, g x) / (N : ℝ) ^ n
```

Let $\varepsilon=1$ if $2h=0$, and $\varepsilon=0$ otherwise. The case $\varepsilon=1$ means that $h$ and $-h$ are the same reflection on the grid; every phase factor is then $\pm1$.

```lean
/-- The indicator of reflections with `2h = 0`: one for these, zero for all others. -/
def selfFriedel (h : ZMod N) : ℝ := if 2 * h = 0 then 1 else 0
```

Since the average is a finite sum with total weight one,
$$\langle g+ak+bl+c\rangle=\langle g\rangle+a\langle k\rangle+b\langle l\rangle+c.$$

```lean
/-- The position average is linear, and the average of a constant is that constant. -/
theorem positionAverage_linear (g k l : (Fin n → ZMod N) → ℝ) (a b c : ℝ) :
    positionAverage (fun x => g x + a * k x + b * l x + c) =
      positionAverage g + a * positionAverage k + b * positionAverage l + c := by
  have hN : (N : ℝ) ≠ 0 := Nat.cast_ne_zero.mpr (NeZero.ne N)
  have hc : (Fintype.card (Fin n → ZMod N) : ℝ) = (N : ℝ) ^ n := by simp [ZMod.card]
  unfold positionAverage
  simp only [Finset.sum_add_distrib, ← Finset.mul_sum, Finset.sum_const, Finset.card_univ,
    nsmul_eq_mul, hc]
  field_simp
```

## Averaging over one atom at a time

Write $F=f_0u_{x_0}+F'$, where $F'$ belongs to the other atoms. If $\sum_t G(f_0u_t+c)=N\,K(c)$ for every complex $c$, then summing over $x_0$ first gives
$$\langle G(F)\rangle=\frac1{N^{n+1}}\sum_{x'}\sum_t G(f_0u_t+F'(x'))=\langle K(F')\rangle .$$
In the proof, `Fin.consEquiv` splits a configuration into $x_0$ and $x'$.

```lean
/-- If, for every complex `c`, averaging `G` of the first atom's contribution plus `c` over that
atom's position gives `K c`, then the average of `G` of the structure factor equals the average of
`K` of the structure factor of the remaining atoms. -/
theorem average_add_atom (f : Fin (n + 1) → ℂ) (h : ZMod N) (G K : ℂ → ℝ)
    (hK : ∀ c, ∑ t, G (f 0 * phase h t + c) = N * K c) :
    positionAverage (fun x => G (structureFactor f h x)) =
      positionAverage (fun x => K (structureFactor (fun j => f j.succ) h x)) := by
  have hN : (N : ℝ) ≠ 0 := Nat.cast_ne_zero.mpr (NeZero.ne N)
  have key : ∑ x : Fin (n + 1) → ZMod N, G (structureFactor f h x) =
      N * ∑ x : Fin n → ZMod N, K (structureFactor (fun j => f j.succ) h x) := by
    -- split the positions into that of the first atom and those of the others
    let e : ZMod N × (Fin n → ZMod N) ≃ (Fin (n + 1) → ZMod N) :=
      Fin.consEquiv (fun _ => ZMod N)
    have hs := e.sum_comp (fun x => G (structureFactor f h x))
    rw [← hs, Fintype.sum_prod_type, Finset.sum_comm, Finset.mul_sum]
    refine Finset.sum_congr rfl fun x _ => ?_
    rw [← hK]
    refine Finset.sum_congr rfl fun t _ => ?_
    have hF : structureFactor f h (Fin.cons t x : Fin (n + 1) → ZMod N) =
        f 0 * phase h t + structureFactor (fun j => f j.succ) h x := by
      simp [structureFactor, Fin.sum_univ_succ]
    exact congrArg G hF
  unfold positionAverage
  rw [key, pow_succ', mul_div_mul_left _ _ hN]
```

For $h\ne0$ the ratio $q=e^{2\pi ih/N}$ differs from 1, so $\sum_t u_t=(q^N-1)/(q-1)=0$. The square $u_t^2$ is the phase factor for $2h$, hence $\sum_t u_t^2=N\varepsilon$. Multiplying by a constant $z$ and taking real parts gives the two sums needed below. Lean obtains the cancellation from `AddChar.sum_mulShift`.

```lean
/-- Summed over the grid, the phase factor of a reflection `h ≠ 0` cancels, and its square
cancels unless `2h = 0`. -/
theorem sum_re_phase {h : ZMod N} (hh : h ≠ 0) (z : ℂ) :
    ∑ t, (z * phase h t).re = 0 ∧
      ∑ t, (z * phase h t ^ 2).re = N * (selfFriedel h * z.re) := by
  have h1 : ∑ t, phase h t = 0 := by
    simpa [phase, hh] using AddChar.sum_mulShift h (ZMod.isPrimitive_stdAddChar N)
  have h2 : ∑ t, phase h t ^ 2 = ((N * selfFriedel h : ℝ) : ℂ) := by
    have e : ∀ t, phase h t ^ 2 = ZMod.stdAddChar (t * (2 * h)) := by
      intro t
      rw [phase, pow_two, ← AddChar.map_add_eq_mul]
      congr 1
      ring
    simp only [e]
    rw [AddChar.sum_mulShift _ (ZMod.isPrimitive_stdAddChar N)]
    by_cases c : 2 * h = 0 <;> simp [selfFriedel, c, ZMod.card]
  constructor
  · rw [← Complex.re_sum, ← Finset.mul_sum, h1, mul_zero, Complex.zero_re]
  · rw [← Complex.re_sum, ← Finset.mul_sum, h2, Complex.re_mul_ofReal]
    ring
```

Now add an atom $a$ to a partial structure factor $c$. With $v=\bar c\,a\,u_t$ and $A=|c|^2+|a|^2$,
$$|au_t+c|^2=A+2\,\mathrm{Re}\,v .$$
Squaring produces $4(\mathrm{Re}\,v)^2$. Since $2(\mathrm{Re}\,v)^2=|v|^2+\mathrm{Re}\,v^2$ and $|v|=|c||a|$,
$$|au_t+c|^4=A^2+2|c|^2|a|^2+4A\,\mathrm{Re}\,v+2\,\mathrm{Re}\,v^2 .$$
These two facts about $v$ are `h3` and `h2` in the proof.

```lean
/-- The intensity and the squared intensity when one atom of scattering factor `a` is added to
a partial structure factor `c`, written out in interference terms. -/
theorem interference (c a : ℂ) (h t : ZMod N) :
    ‖a * phase h t + c‖ ^ 2 =
      ‖c‖ ^ 2 + ‖a‖ ^ 2 + 2 * (conj c * a * phase h t).re ∧
    ‖a * phase h t + c‖ ^ 4 =
      ((‖c‖ ^ 2 + ‖a‖ ^ 2) ^ 2 + 2 * ‖c‖ ^ 2 * ‖a‖ ^ 2)
        + 4 * (‖c‖ ^ 2 + ‖a‖ ^ 2) * (conj c * a * phase h t).re
        + 2 * ((conj c * a) ^ 2 * phase h t ^ 2).re := by
  have hu : ‖phase h t‖ = 1 := by
    rw [phase, ZMod.stdAddChar_apply]
    exact Circle.norm_coe _
  generalize phase h t = u at hu ⊢
  have h1 : ‖a * u + c‖ ^ 2 = ‖c‖ ^ 2 + ‖a‖ ^ 2 + 2 * (conj c * a * u).re := by
    have hu' := Complex.sq_norm u
    rw [hu, Complex.normSq_apply] at hu'
    simp only [Complex.sq_norm, Complex.normSq_apply, Complex.add_re, Complex.add_im,
      Complex.mul_re, Complex.mul_im, Complex.conj_re, Complex.conj_im]
    linear_combination (-(a.re ^ 2 + a.im ^ 2)) * hu'
  have h2 : ‖conj c * a * u‖ ^ 2 = ‖c‖ ^ 2 * ‖a‖ ^ 2 := by
    rw [norm_mul, norm_mul, hu, Complex.norm_conj]
    ring
  have h3 : ∀ z : ℂ, 2 * z.re ^ 2 = ‖z‖ ^ 2 + (z ^ 2).re := by
    intro z
    rw [Complex.sq_norm, Complex.normSq_apply, pow_two z, Complex.mul_re]
    ring
  refine ⟨h1, ?_⟩
  have h4 : ‖a * u + c‖ ^ 4 = (‖a * u + c‖ ^ 2) ^ 2 := by ring
  rw [h4, h1, ← mul_pow]
  linear_combination 2 * h3 (conj c * a * u) + 2 * h2
```

## The moments by induction

Throughout this section $h\neq0$. Averaging the first formula over $t$ removes $\mathrm{Re}\,v$, so $\langle|F|^2\rangle=\langle|F'|^2\rangle+|f_0|^2$. Starting from no atoms, where $F=0$, induction gives $S$.

```lean
/-- For `h ≠ 0` the mean intensity is the sum of the squared moduli of the scattering
factors. -/
theorem mean_intensity {h : ZMod N} (hh : h ≠ 0) (f : Fin n → ℂ) :
    positionAverage (fun x => ‖structureFactor f h x‖ ^ 2) = ∑ j, ‖f j‖ ^ 2 := by
  induction n with
  | zero => simp [positionAverage, structureFactor]
  | succ n ih =>
    refine (average_add_atom f h (fun z => ‖z‖ ^ 2)
      (fun z => ‖z‖ ^ 2 + 0 * 0 + 0 * 0 + ‖f 0‖ ^ 2) ?_).trans ?_
    · intro c
      refine (Finset.sum_congr rfl fun t _ => (interference c (f 0) h t).1).trans ?_
      rw [Finset.sum_add_distrib, ← Finset.mul_sum, (sum_re_phase hh _).1]
      simp only [Finset.sum_const, Finset.card_univ, ZMod.card, nsmul_eq_mul]
      ring
    · refine (positionAverage_linear
        (fun x => ‖structureFactor (fun j => f j.succ) h x‖ ^ 2)
        (fun _ => 0) (fun _ => 0) 0 0 (‖f 0‖ ^ 2)).trans ?_
      rw [ih, Fin.sum_univ_succ]
      ring
```

When $2h=0$, the recursion for the fourth moment also involves the mean of $F^2$. For any complex $w$,
$$(f_0u_t+c)^2w=c^2w+2cf_0w\,u_t+f_0^2w\,u_t^2 .$$
The middle term averages to zero and the last to $\varepsilon f_0^2w$. By induction, $\langle\mathrm{Re}(F^2w)\rangle=\varepsilon\,\mathrm{Re}\big(w\sum_jf_j^2\big)$.

```lean
/-- For `h ≠ 0` the mean of `F(h)²`, tested against any complex weight `w`, is that of `∑ f_j²`
if `2h = 0` and zero otherwise. -/
theorem mean_square {h : ZMod N} (hh : h ≠ 0) (f : Fin n → ℂ) (w : ℂ) :
    positionAverage (fun x => (structureFactor f h x ^ 2 * w).re) =
      selfFriedel h * ((∑ j, f j ^ 2) * w).re := by
  induction n with
  | zero => simp [positionAverage, structureFactor]
  | succ n ih =>
    refine (average_add_atom f h (fun z => (z ^ 2 * w).re)
      (fun z => (z ^ 2 * w).re + 0 * 0 + 0 * 0 + selfFriedel h * (f 0 ^ 2 * w).re) ?_).trans ?_
    · intro c
      have e : ∀ t, ((f 0 * phase h t + c) ^ 2 * w).re = (c ^ 2 * w).re
          + (2 * c * f 0 * w * phase h t).re + (f 0 ^ 2 * w * phase h t ^ 2).re := by
        intro t
        rw [← Complex.add_re, ← Complex.add_re]
        congr 1
        ring
      refine (Finset.sum_congr rfl fun t _ => e t).trans ?_
      rw [Finset.sum_add_distrib, Finset.sum_add_distrib, (sum_re_phase hh _).1,
        (sum_re_phase hh _).2]
      simp only [Finset.sum_const, Finset.card_univ, ZMod.card, nsmul_eq_mul]
      ring
    · refine (positionAverage_linear
        (fun x => (structureFactor (fun j => f j.succ) h x ^ 2 * w).re)
        (fun _ => 0) (fun _ => 0) 0 0 (selfFriedel h * (f 0 ^ 2 * w).re)).trans ?_
      rw [ih, Fin.sum_univ_succ, add_mul, Complex.add_re]
      ring
```

Averaging the quartic formula over the new atom gives
$$\langle|F|^4\rangle=\langle|F'|^4\rangle+4|f_0|^2\langle|F'|^2\rangle+2\varepsilon\langle\mathrm{Re}(F'^2\bar f_0^{\,2})\rangle+|f_0|^4 .$$
Let $S'$ and $Q'$ be the sums of $|f_j|^2$ and $f_j^2$ over the other atoms. The two middle terms become $4|f_0|^2S'$ and $2\varepsilon^2\,\mathrm{Re}(Q'\bar f_0^{\,2})$, with $\varepsilon^2=\varepsilon$. They are the cross terms of $2(S'+|f_0|^2)^2$ and $\varepsilon|Q'+f_0^2|^2$, so induction yields
$$\langle|F|^4\rangle=2S^2-\sum_j|f_j|^4+\varepsilon\Big(\Big|\sum_jf_j^2\Big|^2-\sum_j|f_j|^4\Big).$$
The final `linear_combination` supplies $\varepsilon^2=\varepsilon$.

```lean
/-- The mean squared intensity for every reflection `h ≠ 0`, with an additional term that is
present only if `2h = 0`. -/
theorem mean_sq_intensity {h : ZMod N} (hh : h ≠ 0) (f : Fin n → ℂ) :
    positionAverage (fun x => ‖structureFactor f h x‖ ^ 4) =
      2 * (∑ j, ‖f j‖ ^ 2) ^ 2 - ∑ j, ‖f j‖ ^ 4
        + selfFriedel h * (‖∑ j, f j ^ 2‖ ^ 2 - ∑ j, ‖f j‖ ^ 4) := by
  induction n with
  | zero => simp [positionAverage, structureFactor]
  | succ n ih =>
    -- average over the position of the first atom
    refine (average_add_atom f h (fun z => ‖z‖ ^ 4)
      (fun z => ‖z‖ ^ 4 + (4 * ‖f 0‖ ^ 2) * ‖z‖ ^ 2
        + (2 * selfFriedel h) * (z ^ 2 * conj (f 0) ^ 2).re + ‖f 0‖ ^ 4) ?_).trans ?_
    · intro c
      have e : ((conj c * f 0) ^ 2).re = (c ^ 2 * conj (f 0) ^ 2).re := by
        simp only [pow_two, Complex.mul_re, Complex.mul_im, Complex.conj_re, Complex.conj_im]
        ring
      refine (Finset.sum_congr rfl fun t _ => (interference c (f 0) h t).2).trans ?_
      rw [Finset.sum_add_distrib, Finset.sum_add_distrib, ← Finset.mul_sum, ← Finset.mul_sum,
        (sum_re_phase hh _).1, (sum_re_phase hh _).2, e]
      simp only [Finset.sum_const, Finset.card_univ, ZMod.card, nsmul_eq_mul]
      ring
    -- insert the averages for the remaining atoms
    · refine (positionAverage_linear
        (fun x => ‖structureFactor (fun j => f j.succ) h x‖ ^ 4)
        (fun x => ‖structureFactor (fun j => f j.succ) h x‖ ^ 2)
        (fun x => (structureFactor (fun j => f j.succ) h x ^ 2 * conj (f 0) ^ 2).re)
        (4 * ‖f 0‖ ^ 2) (2 * selfFriedel h) (‖f 0‖ ^ 4)).trans ?_
      have hq : ∀ a Q : ℂ, ‖a ^ 2 + Q‖ ^ 2 =
          ‖Q‖ ^ 2 + 2 * (Q * conj a ^ 2).re + (‖a‖ ^ 2) ^ 2 := by
        intro a Q
        simp only [Complex.sq_norm, Complex.normSq_apply]
        simp only [pow_two, Complex.add_re, Complex.add_im, Complex.mul_re, Complex.mul_im,
          Complex.conj_re, Complex.conj_im]
        ring
      have hs : selfFriedel h * selfFriedel h = selfFriedel h := by
        unfold selfFriedel
        split_ifs <;> norm_num
      rw [ih, mean_intensity hh, mean_square hh]
      simp only [Fin.sum_univ_succ, hq]
      linear_combination (2 * ((∑ j : Fin n, f j.succ ^ 2) * conj (f 0) ^ 2).re) * hs
```

## The role of $2h$

If $2h\ne0$, then $h\ne0$ and $\varepsilon=0$, which gives both moments stated at the start.

```lean
/-- If `2h ≠ 0`, the mean of `|F(h)|²` is `S = ∑ |f_j|²` and the mean of `|F(h)|⁴` is
`2 S² - ∑ |f_j|⁴`. -/
theorem intensity_moments {h : ZMod N} (h2 : 2 * h ≠ 0) (f : Fin n → ℂ) :
    positionAverage (fun x => ‖structureFactor f h x‖ ^ 2) = ∑ j, ‖f j‖ ^ 2 ∧
    positionAverage (fun x => ‖structureFactor f h x‖ ^ 4) =
      2 * (∑ j, ‖f j‖ ^ 2) ^ 2 - ∑ j, ‖f j‖ ^ 4 := by
  have hh : h ≠ 0 := fun h0 => h2 (by rw [h0, mul_zero])
  refine ⟨mean_intensity hh f, ?_⟩
  rw [mean_sq_intensity hh, selfFriedel, if_neg h2]
  ring
```

If $h\neq0$ but $2h=0$, setting $\varepsilon=1$ gives
$$\langle|F|^4\rangle=2S^2+\Big|\sum_jf_j^2\Big|^2-2\sum_j|f_j|^4 .$$

```lean
/-- If `h ≠ 0` but `2h = 0`, the mean of `|F(h)|⁴` is
`2 S² + |∑ f_j²|² - 2 ∑ |f_j|⁴` with `S = ∑ |f_j|²`. -/
theorem mean_sq_intensity_of_two_mul_eq_zero {h : ZMod N} (hh : h ≠ 0) (h2 : 2 * h = 0)
    (f : Fin n → ℂ) :
    positionAverage (fun x => ‖structureFactor f h x‖ ^ 4) =
      2 * (∑ j, ‖f j‖ ^ 2) ^ 2 + ‖∑ j, f j ^ 2‖ ^ 2 - 2 * ∑ j, ‖f j‖ ^ 4 := by
  rw [mean_sq_intensity hh, selfFriedel, if_pos h2]
  ring
```

Two atoms show the difference. Take $N=2$, $h=1$ and $f_0=f_1=1$. The four configurations give $F=2,0,0,-2$, so $\langle|F|^4\rangle=8$, whereas $2S^2-\sum_j|f_j|^4=6$.

## Atoms of equal modulus

If $|f_j|=r$ for all $j$ and $2h\ne0$, then $\langle|F|^2\rangle=nr^2$ and $\langle|F|^4\rangle=(2n^2-n)r^4$, hence
$$n\langle|F|^4\rangle=(2n-1)\langle|F|^2\rangle^2 .$$
For $n\ge1$ and $r>0$ the ratio $\langle|F|^4\rangle/\langle|F|^2\rangle^2$ is $2-1/n$. It tends to 2 for many atoms, the value for an exponential distribution of intensities.

```lean
/-- For `n` atoms with scattering factors of equal modulus and `2h ≠ 0`, `n` times the mean
squared intensity is `2n - 1` times the square of the mean intensity. -/
theorem equal_atoms {h : ZMod N} (h2 : 2 * h ≠ 0) (f : Fin n → ℂ) (r : ℝ)
    (hr : ∀ j, ‖f j‖ = r) :
    n * positionAverage (fun x => ‖structureFactor f h x‖ ^ 4) =
      (2 * n - 1) * positionAverage (fun x => ‖structureFactor f h x‖ ^ 2) ^ 2 := by
  rw [(intensity_moments h2 f).1, (intensity_moments h2 f).2]
  simp only [hr, Finset.sum_const, Finset.card_univ, Fintype.card_fin, nsmul_eq_mul]
  ring

end

end IntensityStatistics
```

```lean
#print axioms IntensityStatistics.mean_sq_intensity
#print axioms IntensityStatistics.mean_sq_intensity_of_two_mul_eq_zero
#print axioms IntensityStatistics.equal_atoms
```

```
'IntensityStatistics.mean_sq_intensity' depends on axioms: [propext, Classical.choice, Quot.sound]
'IntensityStatistics.mean_sq_intensity_of_two_mul_eq_zero' depends on axioms: [propext, Classical.choice, Quot.sound]
'IntensityStatistics.equal_atoms' depends on axioms: [propext, Classical.choice, Quot.sound]
```
